# Subtracting a positive self-energy potential opens the gap most, to first order, when the potential is cut off at the single radius where valence density gives way to conduction density

## The cutoff scan in DFT-1/2

The cutoff radius used in a DFT-1/2 calculation of a band gap is determined by a scan. The self-energy potential of an atom is trimmed at a radius $c$, the gap is computed for several values of $c$, and the value that gives the largest gap is kept. In a first-order model with one centre, a positive self-energy potential, a sharp cutoff and frozen, spherically averaged band-edge densities, the maximum sought by this scan exists, is unique and lies where the two densities are equal, provided that the valence density is the larger one everywhere inside a single crossing radius and the conduction density is the larger one everywhere outside it.

## The gap shift as a radial integral

Let $V_S(r)>0$ be the spherical self-energy potential, obtained from the difference between the potentials of the neutral and the half-ionised atom. DFT-1/2 subtracts it from the Kohn–Sham potential inside the cutoff. Let $p(r)$ and $q(r)$ be the densities of the normalised valence-edge and conduction-edge states, averaged over the sphere of radius $r$ around the atom.

To first order, each non-degenerate level moves by the expectation value of the perturbation. With a sharp cutoff at $c$ the shifts are

$$
\Delta E_v=-\int_0^c 4\pi r^2V_S\,p\,dr,\qquad
\Delta E_c=-\int_0^c 4\pi r^2V_S\,q\,dr .
$$

Write $W(r)=4\pi r^2V_S(r)$. The change of the gap is then

$$
G(c)=\Delta E_c-\Delta E_v=\int_0^c W(r)\,\bigl(p(r)-q(r)\bigr)\,dr .
$$

The gap opens where the valence state has more density than the conduction state, because the subtraction lowers the valence level more.

## A single crossing gives a single maximum

Suppose that $W$, $p$ and $q$ are continuous on $r\ge 0$, that $W(r)>0$ for $r>0$, and that for some $R>0$

$$
p(r)>q(r)\ \text{ for } 0<r<R,\qquad p(r)<q(r)\ \text{ for } r>R .
$$

Then $G(c)<G(R)$ for every $c\ge 0$ with $c\ne R$.

For the derivation, take $0\le a<b$. Additivity of the integral gives

$$
G(b)-G(a)=\int_a^b W\,(p-q)\,dr ,
$$

so moving the cutoff adds the contribution of one shell.

- If $b\le R$, every $r$ with $a<r<b$ satisfies $0<r<R$. Both factors of the integrand are positive there, so $G(b)>G(a)$, and $G$ increases strictly on $[0,R]$.
- If $a\ge R$, every $r$ with $a<r<b$ satisfies $r>R$. The integrand is negative there, so $G(b)<G(a)$, and $G$ decreases strictly on $[R,\infty)$.

A cutoff $c<R$ is compared with $R$ by the first case, and a cutoff $c>R$ by the second. Both give $G(c)<G(R)$.

## The slope at the cutoff

For $c>0$ the fundamental theorem of calculus gives

$$
G'(c)=W(c)\,\bigl(p(c)-q(c)\bigr),
$$

and this needs continuity only. At a local maximum or minimum the slope is zero. If $W(c)>0$, division by $W(c)$ leaves $p(c)=q(c)$. An interior extremum found in a scan of this first-order correction therefore marks a radius of equal densities, however often the profiles cross.

## Smooth trimming gives no more than the best sharp cutoff

In practice the potential is multiplied by a smooth function such as $\theta(r)=[1-(r/c)^n]^3$ for $r\le c$ and zero beyond, with a positive integer $n$. This function is continuous and lies between 0 and 1. For any such $\theta$ and any $L\ge0$, the single-crossing assumptions give

$$
\int_0^L\theta\,W\,(p-q)\,dr\le G(R).
$$

Inside $R$ the integrand $W(p-q)$ is positive, so a factor $\theta\le1$ can only reduce it. If $L\le R$, the left side is at most $G(L)\le G(R)$. If $L>R$, the part up to $R$ is at most $G(R)$, and the part from $R$ to $L$ is at most zero because $\theta\ge0$ and $W(p-q)<0$ there. The bound compares values of the correction; it does not locate the best $c$ within a smooth family.

## Two exponential profiles

The choice $W=r^2$, $p=e^{-r}$, $q=re^{-r}$ satisfies all the assumptions with $R=1$, since $p-q=(1-r)e^{-r}$.

These profiles are not normalised: their integrals with the volume element $4\pi r^2\,dr$ are $8\pi$ and $24\pi$. The normalised densities $e^{-r}/(8\pi)$ and $re^{-r}/(24\pi)$ cross at $r=3$ instead. With $W=4\pi r^2$, which is a constant unit potential, they give

$$
G(c)=\int_0^c\Bigl(\frac{r^2}{2}-\frac{r^3}{6}\Bigr)e^{-r}\,dr=\frac{c^3e^{-c}}{6},
$$

which is largest at $c=3$, with the value $\tfrac{9}{2}e^{-3}\approx0.224$. It tends to zero for large $c$, as it should: a constant potential acting everywhere shifts both levels equally.

## A second crossing can destroy the global maximum

The following polynomials grow without bound and are not physical densities; they serve only to test the outer inequality. Let $W=1$, $p=r^2+3$ and $q=4r$, so that $p-q=(r-1)(r-3)$. With $R=1$ every assumption holds except the outer inequality, which fails from $r=3$ onwards. Here

$$
G(c)=\frac{c^3}{3}-2c^2+3c,
$$

so $G(1)=G(4)=\tfrac43$ and $G(5)=\tfrac{20}{3}$. The crossing at $r=1$ is still a local maximum, but it is not a global one, and since $G$ grows without bound there is no global maximum at all. The crossing at $r=3$ is a local minimum, so equal densities alone do not identify a maximum.

This matters for crystals, where neighbouring atoms can make the averaged densities cross repeatedly. The outer inequality is an assumption about the two states at all radii beyond $R$, and it is not derived here from any electronic-structure equation.

## The physical data as Lean objects

The functions `W`, `p` and `q` have type `ℝ → ℝ`, but they are constrained only at the radii that matter. `Ici 0` is the half-line $r\ge0$, and `gapCorrection W p q c` is $G(c)$. The volume factor and the potential are both contained in `W`, which is why `W_pos` asks for positivity only at $r>0$: the factor $r^2$ vanishes at the nucleus.

`SingleCrossing W p q R` collects the assumptions. `inner_lt` says that valence density dominates between the nucleus and $R$, and `outer_lt` says that conduction density dominates beyond $R$. Equality at $R$ is not a field, since continuity implies it. The theorems require neither normalisation nor positivity of the densities, but $G$ is the first-order gap shift only when both states are normalised.

The main theorem, `gapCorrection_lt_crossing`, reads: given these data, a cutoff `c` with `0 ≤ c` and `c ≠ R` has a strictly smaller correction than `R`. It concerns the integral $G$. Self-consistent relaxation of the densities, higher orders of perturbation theory and separate cutoffs for several kinds of atom are not modelled.

```lean
import Mathlib

open Set MeasureTheory
open scoped Topology

namespace DFTHalfCutoff

noncomputable section

/-- First-order gap correction for a sharp cutoff `c`: the integral over `[0, c]` of the
weighted self-energy potential `W` times the difference of the radial profiles `p` and `q`. -/
def gapCorrection (W p q : ℝ → ℝ) (c : ℝ) : ℝ :=
  ∫ r in (0 : ℝ)..c, W r * (p r - q r)

/-- Continuous radial data with a positive weight away from the nucleus, where `p` exceeds `q` for
`0 < r < R` and `q` exceeds `p` for `r > R`. -/
structure SingleCrossing (W p q : ℝ → ℝ) (R : ℝ) : Prop where
  contW : ContinuousOn W (Ici 0)
  contp : ContinuousOn p (Ici 0)
  contq : ContinuousOn q (Ici 0)
  W_pos : ∀ r, 0 < r → 0 < W r
  R_pos : 0 < R
  inner_lt : ∀ r, 0 < r → r < R → q r < p r
  outer_lt : ∀ r, R < r → p r < q r

/-- A radial function continuous on `r ≥ 0` is integrable between any two radii. -/
lemma integrable_between {f : ℝ → ℝ} (hf : ContinuousOn f (Ici 0)) {a b : ℝ}
    (ha : 0 ≤ a) (hb : 0 ≤ b) : IntervalIntegrable f volume a b := by
  apply ContinuousOn.intervalIntegrable
  apply hf.mono
  intro x hx
  exact le_trans (le_inf ha hb) hx.1

/-- Moving the cutoff from `a` to `b` changes the gap correction by the integral over the
shell between the two radii. -/
theorem gapCorrection_sub {W p q : ℝ → ℝ} (hW : ContinuousOn W (Ici 0))
    (hp : ContinuousOn p (Ici 0)) (hq : ContinuousOn q (Ici 0)) {a b : ℝ}
    (ha : 0 ≤ a) (hb : 0 ≤ b) :
    gapCorrection W p q b - gapCorrection W p q a = ∫ r in a..b, W r * (p r - q r) := by
  have hf : ContinuousOn (fun r => W r * (p r - q r)) (Ici 0) := hW.mul (hp.sub hq)
  unfold gapCorrection
  exact intervalIntegral.integral_interval_sub_left
    (integrable_between hf le_rfl hb) (integrable_between hf le_rfl ha)

/-- The gap correction strictly increases with the cutoff up to the crossing radius. -/
theorem gapCorrection_strictMonoOn {W p q : ℝ → ℝ} {R : ℝ} (h : SingleCrossing W p q R) :
    StrictMonoOn (gapCorrection W p q) (Icc 0 R) := by
  intro a ha b hb hab
  have hf : ContinuousOn (fun r => W r * (p r - q r)) (Ici 0) :=
    h.contW.mul (h.contp.sub h.contq)
  -- every shell inside `R` contributes positively
  have hpos : 0 < ∫ r in a..b, W r * (p r - q r) := by
    apply intervalIntegral.intervalIntegral_pos_of_pos_on
      (integrable_between hf ha.1 hb.1) _ hab
    intro r hr
    have hr0 : 0 < r := lt_of_le_of_lt ha.1 hr.1
    exact mul_pos (h.W_pos r hr0) (sub_pos.mpr (h.inner_lt r hr0 (lt_of_lt_of_le hr.2 hb.2)))
  have hs := gapCorrection_sub h.contW h.contp h.contq ha.1 hb.1
  linarith

/-- The gap correction strictly decreases with the cutoff beyond the crossing radius. -/
theorem gapCorrection_strictAntiOn {W p q : ℝ → ℝ} {R : ℝ} (h : SingleCrossing W p q R) :
    StrictAntiOn (gapCorrection W p q) (Ici R) := by
  intro a ha b hb hab
  have haR : R ≤ a := ha
  have ha0 : 0 ≤ a := h.R_pos.le.trans haR
  have hb0 : 0 ≤ b := ha0.trans hab.le
  have hf : ContinuousOn (fun r => W r * (p r - q r)) (Ici 0) :=
    h.contW.mul (h.contp.sub h.contq)
  -- every shell outside `R` contributes negatively
  have hneg : 0 < ∫ r in a..b, -(W r * (p r - q r)) := by
    apply intervalIntegral.intervalIntegral_pos_of_pos_on
      (integrable_between hf ha0 hb0).neg _ hab
    intro r hr
    have hrR : R < r := lt_of_le_of_lt haR hr.1
    have h1 := mul_pos (h.W_pos r (h.R_pos.trans hrR)) (sub_pos.mpr (h.outer_lt r hrR))
    show 0 < -(W r * (p r - q r))
    linarith
  rw [intervalIntegral.integral_neg] at hneg
  have hs := gapCorrection_sub h.contW h.contp h.contq ha0 hb0
  linarith

/-- The crossing radius `R` is the unique global maximiser of the gap correction: every other
cutoff `c ≥ 0` gives a strictly smaller correction. -/
theorem gapCorrection_lt_crossing {W p q : ℝ → ℝ} {R : ℝ} (h : SingleCrossing W p q R)
    {c : ℝ} (hc : 0 ≤ c) (hcR : c ≠ R) :
    gapCorrection W p q c < gapCorrection W p q R := by
  rcases lt_or_gt_of_ne hcR with hlt | hgt
  · exact gapCorrection_strictMonoOn h ⟨hc, hlt.le⟩ ⟨h.R_pos.le, le_rfl⟩ hlt
  · exact gapCorrection_strictAntiOn h (mem_Ici.mpr le_rfl) (mem_Ici.mpr hgt.le) hgt

/-- For data continuous on `r ≥ 0`, the derivative of the gap correction at a positive cutoff is the
integrand there. -/
theorem hasDerivAt_gapCorrection {W p q : ℝ → ℝ} (hW : ContinuousOn W (Ici 0))
    (hp : ContinuousOn p (Ici 0)) (hq : ContinuousOn q (Ici 0)) {c : ℝ} (hc : 0 < c) :
    HasDerivAt (gapCorrection W p q) (W c * (p c - q c)) c := by
  have hf : ContinuousOn (fun r => W r * (p r - q r)) (Ici 0) := hW.mul (hp.sub hq)
  have ho : ContinuousOn (fun r => W r * (p r - q r)) (Ioi 0) := hf.mono Ioi_subset_Ici_self
  exact intervalIntegral.integral_hasDerivAt_right (integrable_between hf le_rfl hc.le)
    (ho.stronglyMeasurableAtFilter isOpen_Ioi c hc) (hf.continuousAt (Ici_mem_nhds hc))

/-- For any continuous profiles, a positive cutoff at which the gap correction is locally
extremal and the weight is positive is a radius where the two profiles are equal. -/
theorem profiles_eq_of_isLocalExtr {W p q : ℝ → ℝ} (hW : ContinuousOn W (Ici 0))
    (hp : ContinuousOn p (Ici 0)) (hq : ContinuousOn q (Ici 0)) {c : ℝ} (hc : 0 < c)
    (hWc : 0 < W c) (hext : IsLocalExtr (gapCorrection W p q) c) : p c = q c := by
  have h0 := hext.hasDerivAt_eq_zero (hasDerivAt_gapCorrection hW hp hq hc)
  exact sub_eq_zero.mp ((mul_eq_zero.mp h0).resolve_left hWc.ne')

/-- A continuous trimming function `θ` with values between 0 and 1, integrated out to any
radius `L`, gives at most the gap correction of the sharp cutoff at `R`. -/
theorem trimmed_le_sharp {W p q θ : ℝ → ℝ} {R L : ℝ} (h : SingleCrossing W p q R)
    (hθ : ContinuousOn θ (Ici 0)) (hθ0 : ∀ r, 0 ≤ r → 0 ≤ θ r)
    (hθ1 : ∀ r, 0 ≤ r → θ r ≤ 1) (hL : 0 ≤ L) :
    ∫ r in (0 : ℝ)..L, θ r * (W r * (p r - q r)) ≤ gapCorrection W p q R := by
  have hf : ContinuousOn (fun r => W r * (p r - q r)) (Ici 0) :=
    h.contW.mul (h.contp.sub h.contq)
  have hg : ContinuousOn (fun r => θ r * (W r * (p r - q r))) (Ici 0) := hθ.mul hf
  -- inside `R`, trimming only loses positive contributions
  have inner_le : ∀ b, 0 ≤ b → b ≤ R →
      ∫ r in (0 : ℝ)..b, θ r * (W r * (p r - q r)) ≤ gapCorrection W p q b := by
    intro b hb hbR
    apply intervalIntegral.integral_mono_on_of_le_Ioo hb
      (integrable_between hg le_rfl hb) (integrable_between hf le_rfl hb)
    intro r hr
    have hpos := mul_pos (h.W_pos r hr.1)
      (sub_pos.mpr (h.inner_lt r hr.1 (lt_of_lt_of_le hr.2 hbR)))
    exact mul_le_of_le_one_left hpos.le (hθ1 r hr.1.le)
  rcases le_total L R with hLR | hRL
  · exact (inner_le L hL hLR).trans
      ((gapCorrection_strictMonoOn h).monotoneOn ⟨hL, hLR⟩ ⟨h.R_pos.le, le_rfl⟩ hLR)
  · -- outside `R`, whatever survives the trimming is not positive
    have houter : ∫ r in R..L, θ r * (W r * (p r - q r)) ≤ ∫ _r in R..L, (0 : ℝ) := by
      apply intervalIntegral.integral_mono_on_of_le_Ioo hRL
        (integrable_between hg h.R_pos.le hL) (continuous_const.intervalIntegrable R L)
      intro r hr
      have hr0 : 0 < r := h.R_pos.trans hr.1
      exact mul_nonpos_of_nonneg_of_nonpos (hθ0 r hr0.le)
        (mul_nonpos_of_nonneg_of_nonpos (h.W_pos r hr0).le
          (sub_nonpos.mpr (h.outer_lt r hr.1).le))
    rw [intervalIntegral.integral_zero] at houter
    have hsplit := intervalIntegral.integral_add_adjacent_intervals
      (integrable_between hg le_rfl h.R_pos.le) (integrable_between hg h.R_pos.le hL)
    have hin := inner_le R h.R_pos.le le_rfl
    linarith

/-- The weight `r²` with the profiles `exp (-r)` and `r exp (-r)` has a single crossing
at `R = 1`. -/
theorem singleCrossing_witness :
    SingleCrossing (fun r => r ^ 2) (fun r => Real.exp (-r))
      (fun r => r * Real.exp (-r)) 1 where
  contW := by fun_prop
  contp := by fun_prop
  contq := by fun_prop
  W_pos := fun r hr => pow_pos hr 2
  R_pos := one_pos
  inner_lt := fun r _ hr => by
    have := mul_pos (sub_pos.mpr hr) (Real.exp_pos (-r))
    show r * Real.exp (-r) < Real.exp (-r)
    linarith
  outer_lt := fun r hr => by
    have := mul_pos (sub_pos.mpr hr) (Real.exp_pos (-r))
    show Real.exp (-r) < r * Real.exp (-r)
    linarith

end

end DFTHalfCutoff
```

```lean
#print axioms DFTHalfCutoff.gapCorrection_lt_crossing
#print axioms DFTHalfCutoff.profiles_eq_of_isLocalExtr
#print axioms DFTHalfCutoff.trimmed_le_sharp
```

```
'DFTHalfCutoff.gapCorrection_lt_crossing' depends on axioms: [propext, Classical.choice, Quot.sound]
'DFTHalfCutoff.profiles_eq_of_isLocalExtr' depends on axioms: [propext, Classical.choice, Quot.sound]
'DFTHalfCutoff.trimmed_le_sharp' depends on axioms: [propext, Classical.choice, Quot.sound]
```

## Strict positivity on an open shell

The proof turns on the Mathlib lemma `intervalIntegral.intervalIntegral_pos_of_pos_on`. It takes an integrable function on an interval from `a` to `b`, positivity at every point strictly between them, and `a < b`. It returns a strictly positive integral.

The open interval is what suits this problem. The integrand vanishes at $R$, where the densities are equal, and at the nucleus if `W` contains $r^2$. A shell that touches either radius has an endpoint with zero integrand, and the lemma does not look at endpoints. Monotonicity of the integral alone would give only $G(b)\ge G(a)$, and uniqueness of the maximum would be lost.

In `gapCorrection_strictMonoOn` the lemma is applied directly. The remaining goal, positivity at a radius `r` inside the shell, is closed by `mul_pos` from `W_pos` and `inner_lt`. In `gapCorrection_strictAntiOn` the integrand is negative, so the lemma is applied to its negative, and `intervalIntegral.integral_neg` then takes the sign out of the integral.

## From shell integrals to the maximum

`integrable_between` supplies the integrability that these steps need: a function continuous on $r\ge0$ is integrable between any two non-negative radii. `gapCorrection_sub` is the shell identity for $G(b)-G(a)$. In both monotonicity proofs `linarith` combines this identity with the sign of the shell integral.

`gapCorrection_lt_crossing` splits `c ≠ R` into `c < R` and `c > R` and uses one monotonicity theorem in each case, as in the derivation above.

`hasDerivAt_gapCorrection` is the fundamental theorem of calculus at the upper limit. It assumes `0 < c`, so that continuity on the half-line gives continuity in a full neighbourhood of `c`. `profiles_eq_of_isLocalExtr` sets this derivative to zero and removes the non-zero factor `W c`.

In `trimmed_le_sharp` the intermediate claim `inner_le` is the comparison inside $R$, for any upper limit `b` up to $R$. The case $L\le R$ follows from it and the monotonicity of $G$. In the other case `houter` bounds the outer part by the integral of zero, and `hsplit` joins the two parts at $R$. The comparison lemma used for both bounds again asks for the inequality only on the open interval.

`singleCrossing_witness` checks the unnormalised exponential example with $R=1$. Its two inequalities come from multiplying $1-r$ or $r-1$, whichever is positive, by $e^{-r}$.
